# The sphere average of (nᵀTn)² for a real 3×3 tensor T is ((tr T)² + tr(T²) + tr(TTᵀ))/15

If the average of a squared tensor component is replaced by the square of its average, a traceless tensor appears to have no effect at all. Take T = diag(1, 1, −2) and a unit vector n at polar angle θ. The component along n is 1 − 3 cos²θ, which averages to zero over the sphere, while its square averages to 4/5. An estimate of line broadening built on the first number would predict no broadening.

The correct mean square depends on T only through traces. For symmetric T, which includes every diagonal tensor, it is (2 tr(T²) + (tr T)²)/15, where tr denotes the trace. In magnetic resonance this gives the second moment of a powder pattern about zero shift, when static orientations are uniformly distributed and each contributes a sharp line of equal intensity, shifted by a single first-order term nᵀTn with n along the magnetic field. If the trace is not zero, the broadening is described instead by the variance about the mean shift, which is derived in the last section.

## Directions, averages and the tensor component

A direction is given by its polar angle θ and azimuth φ:

n = (sin θ cos φ, sin θ sin φ, cos θ)

Components are numbered 0, 1, 2, so T₂₂ belongs to the polar axis.

```lean
import Mathlib

open Real Matrix

namespace RotationalAverage

noncomputable section

/-- The unit vector with polar angle `θ` and azimuth `φ`. -/
def direction (θ φ : ℝ) : Fin 3 → ℝ := ![sin θ * cos φ, sin θ * sin φ, cos θ]
```

The average of a function F over directions is the double integral with the area weight sin θ, divided by the full solid angle:

⟨F⟩ = (1/4π) ∫₀^π ∫₀^2π F(n) sin θ dφ dθ

`sphereAverage` takes this formula in angles as its definition; no separate surface measure is involved. All orientations count equally, so a partially aligned sample would need a different weight.

```lean
/-- The average of a function of direction over the unit sphere. -/
def sphereAverage (F : (Fin 3 → ℝ) → ℝ) : ℝ :=
  1 / (4 * π) * ∫ θ in (0 : ℝ)..π, ∫ φ in (0 : ℝ)..(2 * π), F (direction θ φ) * sin θ
```

The measured quantity is the component of T along n. In Lean, `n ⬝ᵥ T *ᵥ n` is the dot product of n with the vector Tn. The matrix T is real and 3×3, and need not be symmetric.

```lean
/-- The component `nᵀ T n` of a tensor `T` along `n`. -/
def response (T : Matrix (Fin 3) (Fin 3) ℝ) (n : Fin 3 → ℝ) : ℝ := n ⬝ᵥ T *ᵥ n
```

At fixed θ, this component will turn out to be a short Fourier sum in φ, with constant p and amplitudes a, b, c, d:

h(φ) = p + a cos 2φ + b sin 2φ + c cos φ + d sin φ

The definition writes the double angles as cos²φ − sin²φ and 2 sin φ cos φ.

```lean
/-- A Fourier sum in the azimuth with a constant, second harmonics and first harmonics. -/
def harmonics (p a b c d φ : ℝ) : ℝ :=
  p + a * (cos φ ^ 2 - sin φ ^ 2) + b * (2 * sin φ * cos φ) + c * cos φ + d * sin φ
```

The vector n has unit length, which is needed later for the variance:

n·n = sin²θ (cos²φ + sin²φ) + cos²θ = 1

The proof uses the Pythagorean identity twice, once for each angle. `linear_combination` adds the stated multiples of known identities and leaves the rest to polynomial algebra.

```lean
/-- The direction vector has unit length. -/
theorem direction_unit (θ φ : ℝ) : direction θ φ ⬝ᵥ direction θ φ = 1 := by
  have h0 : direction θ φ 0 = sin θ * cos φ := rfl
  have h1 : direction θ φ 1 = sin θ * sin φ := rfl
  have h2 : direction θ φ 2 = cos θ := rfl
  simp only [dotProduct, Fin.sum_univ_three, h0, h1, h2]
  linear_combination sin θ ^ 2 * sin_sq_add_cos_sq φ + sin_sq_add_cos_sq θ
```

## The component as a Fourier sum in the azimuth

Multiplying out nᵀTn gives

nᵀTn = sin²θ [T₀₀ cos²φ + T₁₁ sin²φ + (T₀₁ + T₁₀) sin φ cos φ] + sin θ cos θ [(T₀₂ + T₂₀) cos φ + (T₁₂ + T₂₁) sin φ] + T₂₂ cos²θ

With cos²φ = (1 + cos 2φ)/2 and sin²φ = (1 − cos 2φ)/2, the coefficients are

p = ½(T₀₀ + T₁₁) sin²θ + T₂₂ cos²θ

a = ½(T₀₀ − T₁₁) sin²θ

b = ½(T₀₁ + T₁₀) sin²θ

c = (T₀₂ + T₂₀) sin θ cos θ

d = (T₁₂ + T₂₁) sin θ cos θ

Off-diagonal elements enter only through the sums Tᵢⱼ + Tⱼᵢ, so the antisymmetric part of T is invisible. The Lean proof expands both sides and uses sin²φ + cos²φ = 1 once.

```lean
/-- At fixed polar angle the response is a Fourier sum in the azimuth up to second order. -/
theorem response_direction (T : Matrix (Fin 3) (Fin 3) ℝ) (θ φ : ℝ) :
    response T (direction θ φ) =
      harmonics ((T 0 0 + T 1 1) / 2 * sin θ ^ 2 + T 2 2 * cos θ ^ 2)
        ((T 0 0 - T 1 1) / 2 * sin θ ^ 2) ((T 0 1 + T 1 0) / 2 * sin θ ^ 2)
        ((T 0 2 + T 2 0) * (sin θ * cos θ)) ((T 1 2 + T 2 1) * (sin θ * cos θ)) φ := by
  have h0 : direction θ φ 0 = sin θ * cos φ := rfl
  have h1 : direction θ φ 1 = sin θ * sin φ := rfl
  have h2 : direction θ φ 2 = cos θ := rfl
  simp only [response, harmonics, Matrix.mulVec, dotProduct, Fin.sum_univ_three, h0, h1, h2]
  linear_combination (sin θ ^ 2 * (T 0 0 + T 1 1) / 2) * sin_sq_add_cos_sq φ
```

## Integrating over the azimuth

An antiderivative of h is

pφ + a sin φ cos φ + b sin²φ + c sin φ − d cos φ

Every term except the first returns to its starting value after a full turn, so

∫₀^2π h dφ = 2πp

In the proof, `hd` verifies the derivative, and the fundamental theorem of calculus reduces the integral to endpoint values. Integrability follows from continuity.

```lean
/-- Over a full turn only the constant term of the Fourier sum survives. -/
theorem azimuth_mean (p a b c d : ℝ) :
    ∫ φ in (0 : ℝ)..(2 * π), harmonics p a b c d φ = 2 * π * p := by
  have hd : ∀ x, HasDerivAt (fun y => p * y + a * (sin y * cos y) + b * (sin y * sin y)
      + c * sin y + (-d) * cos y) (harmonics p a b c d x) x := by
    intro x
    have hS := Real.hasDerivAt_sin x
    have hC := Real.hasDerivAt_cos x
    refine ((((((hasDerivAt_id' x).const_mul p).fun_add ((hS.fun_mul hC).const_mul a)).fun_add
      ((hS.fun_mul hS).const_mul b)).fun_add (hS.const_mul c)).fun_add
      (hC.const_mul (-d))).congr_deriv ?_
    simp only [harmonics]
    ring
  refine (intervalIntegral.integral_eq_sub_of_hasDerivAt (fun x _ => hd x)
    (Continuous.intervalIntegrable (by unfold harmonics; fun_prop) _ _)).trans ?_
  simp only [sin_two_pi, cos_two_pi, sin_zero, cos_zero]
  ring
```

For the square, the product of two different functions among 1, cos φ, sin φ, cos 2φ and sin 2φ contains only oscillating terms. For example,

cos φ cos 2φ = ½(cos φ + cos 3φ)

Such products integrate to zero. The square of each harmonic has mean ½, as in cos²φ = ½(1 + cos 2φ), and so integrates to π. Therefore

∫₀^2π h² dφ = 2πp² + π(a² + b² + c² + d²)

The Lean proof handles all the products together in one explicit antiderivative. Its first term is (p² + (a² + b² + c² + d²)/2)φ, and the others are periodic. The first term alone gives the result, and the long `linear_combination` confirms that the derivative is h².

```lean
/-- Over a full turn the squared Fourier sum integrates to the sum of the squared amplitudes,
with weight `2π` for the constant and `π` for each harmonic. -/
theorem azimuth_sq (p a b c d : ℝ) :
    ∫ φ in (0 : ℝ)..(2 * π), harmonics p a b c d φ ^ 2
      = 2 * π * p ^ 2 + π * (a ^ 2 + b ^ 2 + c ^ 2 + d ^ 2) := by
  have hd : ∀ x, HasDerivAt (fun y => (p ^ 2 + (a ^ 2 + b ^ 2 + c ^ 2 + d ^ 2) / 2) * y
      + (2 * p * c + 2 * a * c) * sin y + (2 * a * d - 2 * p * d) * cos y
      + (2 * p * b + c * d) * (sin y * sin y)
      + (2 * p * a + (c ^ 2 - d ^ 2) / 2) * (sin y * cos y)
      + (4 / 3 * (b * d - a * c)) * (sin y * sin y * sin y)
      + (-(4 / 3) * (a * d + b * c)) * (cos y * cos y * cos y)
      + (2 * a * b) * (sin y * sin y * (cos y * cos y))
      + ((a ^ 2 - b ^ 2) / 2) * (sin y * cos y * (cos y * cos y - sin y * sin y)))
      (harmonics p a b c d x ^ 2) x := by
    intro x
    have hS := Real.hasDerivAt_sin x
    have hC := Real.hasDerivAt_cos x
    have hSS := hS.fun_mul hS
    have hCC := hC.fun_mul hC
    have hSC := hS.fun_mul hC
    refine ((((((((((hasDerivAt_id' x).const_mul _).fun_add (hS.const_mul _)).fun_add
      (hC.const_mul _)).fun_add (hSS.const_mul _)).fun_add (hSC.const_mul _)).fun_add
      ((hSS.fun_mul hS).const_mul _)).fun_add ((hCC.fun_mul hC).const_mul _)).fun_add
      ((hSS.fun_mul hCC).const_mul _)).fun_add
      ((hSC.fun_mul (hCC.fun_sub hSS)).const_mul _)).congr_deriv ?_
    simp only [harmonics]
    linear_combination (-(a ^ 2 + b ^ 2) * (sin x ^ 2 + cos x ^ 2 + 1) / 2
      - (c ^ 2 + d ^ 2) / 2 - 2 * a * c * cos x + 2 * a * d * sin x) * sin_sq_add_cos_sq x
  refine (intervalIntegral.integral_eq_sub_of_hasDerivAt (fun x _ => hd x)
    (Continuous.intervalIntegrable (by unfold harmonics; fun_prop) _ _)).trans ?_
  simp only [sin_two_pi, cos_two_pi, sin_zero, cos_zero]
  ring
```

## Integrating over the polar angle

What remains is an even polynomial in cos θ times sin θ. For k = 0, 1, 2,

∫₀^π cos²ᵏθ sin θ dθ = [−cos²ᵏ⁺¹θ/(2k + 1)]₀^π = 2/(2k + 1)

Hence, for constants A, B and D,

∫₀^π (A + B cos²θ + D cos⁴θ) sin θ dθ = 2A + 2B/3 + 2D/5

The proof again checks an antiderivative and evaluates it at 0 and π.

```lean
/-- The polar integral of an even quartic in `cos θ` with the weight `sin θ`. -/
theorem polar_integral (A B D : ℝ) :
    ∫ θ in (0 : ℝ)..π, (A + B * cos θ ^ 2 + D * cos θ ^ 4) * sin θ
      = 2 * A + 2 * B / 3 + 2 * D / 5 := by
  have hd : ∀ x, HasDerivAt (fun y => (-A) * cos y + (-B / 3) * (cos y * cos y * cos y)
      + (-D / 5) * (cos y * cos y * cos y * (cos y * cos y)))
      ((A + B * cos x ^ 2 + D * cos x ^ 4) * sin x) x := by
    intro x
    have hC := Real.hasDerivAt_cos x
    have hCC := hC.fun_mul hC
    have hCCC := hCC.fun_mul hC
    refine (((hC.const_mul _).fun_add (hCCC.const_mul _)).fun_add
      ((hCCC.fun_mul hCC).const_mul _)).congr_deriv ?_
    ring
  refine (intervalIntegral.integral_eq_sub_of_hasDerivAt (fun x _ => hd x)
    (Continuous.intervalIntegrable (by fun_prop) _ _)).trans ?_
  simp only [cos_pi, cos_zero]
  ring
```

## The mean is one third of the trace

The azimuthal integral of the component is

2πp = π(T₀₀ + T₁₁) + π(2T₂₂ − T₀₀ − T₁₁) cos²θ

Applying the polar integral with D = 0 gives

2π(T₀₀ + T₁₁) + (2π/3)(2T₂₂ − T₀₀ − T₁₁) = (4π/3)(T₀₀ + T₁₁ + T₂₂)

Division by 4π leaves

⟨nᵀTn⟩ = tr T/3

The step `inner` is the first of these equations multiplied by sin θ. The rest is `polar_integral` and algebra.

```lean
/-- The sphere average of `nᵀ T n` is one third of the trace. -/
theorem average_response (T : Matrix (Fin 3) (Fin 3) ℝ) :
    sphereAverage (response T) = T.trace / 3 := by
  have inner : ∀ θ, ∫ φ in (0 : ℝ)..(2 * π), response T (direction θ φ) * sin θ
      = (π * (T 0 0 + T 1 1) + π * (2 * T 2 2 - T 0 0 - T 1 1) * cos θ ^ 2
        + 0 * cos θ ^ 4) * sin θ := by
    intro θ
    simp only [response_direction]
    rw [intervalIntegral.integral_mul_const, azimuth_mean]
    linear_combination (π * sin θ * (T 0 0 + T 1 1)) * sin_sq_add_cos_sq θ
  simp only [sphereAverage, inner]
  rw [polar_integral, Matrix.trace_fin_three]
  field_simp
  ring
```

## The mean square for any real tensor

Inserting the five coefficients into the integral of h² gives

2πp² + π(a² + b² + c² + d²) = π[Q sin⁴θ + R sin²θ cos²θ + 2T₂₂² cos⁴θ]

with

Q = ½(T₀₀ + T₁₁)² + ¼(T₀₀ − T₁₁)² + ¼(T₀₁ + T₁₀)²

R = 2(T₀₀ + T₁₁)T₂₂ + (T₀₂ + T₂₀)² + (T₁₂ + T₂₁)²

Replacing sin²θ by 1 − cos²θ turns the bracket into

Q + (R − 2Q) cos²θ + (Q − R + 2T₂₂²) cos⁴θ

The polar integral, divided by 4π, is then

½[Q + (R − 2Q)/3 + (Q − R + 2T₂₂²)/5] = (4Q + R + 3T₂₂²)/15

Written out, the numerator is

3(T₀₀² + T₁₁² + T₂₂²) + 2(T₀₀T₁₁ + T₁₁T₂₂ + T₂₂T₀₀) + (T₀₁ + T₁₀)² + (T₀₂ + T₂₀)² + (T₁₂ + T₂₁)²

To recognise the traces, note that (tr T)² supplies one copy of the squared diagonal elements and all their cross terms. The trace of T² supplies a second copy and the products 2TᵢⱼTⱼᵢ for i < j. The trace of TTᵀ is the sum of all squared elements, which supplies the third copy and completes the off-diagonal squares. Thus

⟨(nᵀTn)²⟩ = ((tr T)² + tr(T²) + tr(TTᵀ))/15

The Lean proof follows the same route. It names Q and R, proves the azimuthal result as `inner`, applies `polar_integral`, and expands the traces into components for the final comparison.

```lean
/-- The sphere average of `(nᵀ T n)²` for an arbitrary real tensor `T`. -/
theorem average_response_sq (T : Matrix (Fin 3) (Fin 3) ℝ) :
    sphereAverage (fun n => response T n ^ 2)
      = (T.trace ^ 2 + (T * T).trace + (T * Tᵀ).trace) / 15 := by
  -- Q and R collect the coefficients of sin⁴θ and sin²θ cos²θ
  obtain ⟨Q, hQ⟩ : ∃ Q, Q = 2 * ((T 0 0 + T 1 1) / 2) ^ 2 + ((T 0 0 - T 1 1) / 2) ^ 2
    + ((T 0 1 + T 1 0) / 2) ^ 2 := ⟨_, rfl⟩
  obtain ⟨R, hR⟩ : ∃ R, R = 2 * (T 0 0 + T 1 1) * T 2 2 + (T 0 2 + T 2 0) ^ 2
    + (T 1 2 + T 2 1) ^ 2 := ⟨_, rfl⟩
  have inner : ∀ θ, ∫ φ in (0 : ℝ)..(2 * π), response T (direction θ φ) ^ 2 * sin θ
      = (π * Q + π * (R - 2 * Q) * cos θ ^ 2
        + π * (Q - R + 2 * T 2 2 ^ 2) * cos θ ^ 4) * sin θ := by
    intro θ
    simp only [response_direction]
    rw [intervalIntegral.integral_mul_const, azimuth_sq, hQ, hR]
    linear_combination (π * sin θ * ((sin θ ^ 2 + 1 - cos θ ^ 2) *
      (2 * ((T 0 0 + T 1 1) / 2) ^ 2 + ((T 0 0 - T 1 1) / 2) ^ 2 + ((T 0 1 + T 1 0) / 2) ^ 2)
      + cos θ ^ 2 * (2 * (T 0 0 + T 1 1) * T 2 2 + (T 0 2 + T 2 0) ^ 2
      + (T 1 2 + T 2 1) ^ 2))) * sin_sq_add_cos_sq θ
  simp only [sphereAverage, inner]
  rw [polar_integral, hQ, hR]
  simp only [Matrix.trace_fin_three, Matrix.mul_apply, Matrix.transpose_apply,
    Fin.sum_univ_three]
  field_simp
  ring
```

## Principal values

From here on, a, b and c are the principal values of a diagonal tensor, no longer Fourier amplitudes. Since T = diag(a, b, c) equals its transpose, tr(TTᵀ) = tr(T²), and

⟨(nᵀTn)²⟩ = (2 tr(T²) + (tr T)²)/15

Substituting tr(T²) = a² + b² + c² and tr T = a + b + c gives

⟨(nᵀTn)²⟩ = (3(a² + b² + c²) + 2(ab + bc + ca))/15

For the opening example, a = b = 1 and c = −2, this is (18 − 6)/15 = 4/5. The theorem states both forms, joined by `∧`, and obtains them from the general formula.

```lean
/-- For a diagonal tensor, the sphere average of `(nᵀ T n)²` in terms of the trace of `T²` and
the trace of `T`, and in terms of the principal values. -/
theorem average_response_sq_diagonal (a b c : ℝ) :
    sphereAverage (fun n => response (diagonal ![a, b, c]) n ^ 2)
      = (2 * (diagonal ![a, b, c] * diagonal ![a, b, c]).trace
        + (diagonal ![a, b, c]).trace ^ 2) / 15 ∧
    sphereAverage (fun n => response (diagonal ![a, b, c]) n ^ 2)
      = (3 * (a ^ 2 + b ^ 2 + c ^ 2) + 2 * (a * b + b * c + c * a)) / 15 := by
  rw [average_response_sq, Matrix.diagonal_transpose]
  constructor
  · ring
  · simp [Fin.sum_univ_three]
    ring
```

## The orientational variance of a symmetric tensor

The spread about the mean follows by removing the isotropic part of T. Let 1 be the identity matrix and set

T′ = T − (tr T/3) 1

Because n·n = 1,

nᵀT′n = nᵀTn − tr T/3

The variance of the component of T is therefore the mean square of the component of T′. This tensor has zero trace, and

tr(T′²) = tr(T²) − (2/3)(tr T)² + (3/9)(tr T)² = tr(T²) − (tr T)²/3

If T is symmetric, so is T′, and the mean-square formula gives

⟨(nᵀTn − ⟨nᵀTn⟩)²⟩ = (2/15)(tr(T²) − (tr T)²/3)

Symmetry is the hypothesis `hT : T.IsSymm`. Physically, it says that T has no antisymmetric part, the part that a quadratic form in n cannot detect. Without it the formula fails. Let T₀₁ = 1 and T₁₀ = −1, with all other elements zero. Then nᵀTn = n₀n₁ − n₁n₀ = 0 in every direction, so the variance is zero. But T² = diag(−1, −1, 0), and the right-hand side would be −4/15, a negative variance.

In the proof, `shift` is the identity for nᵀT′n, with `direction_unit` supplying the unit length. The general mean-square theorem is then applied to T′, `hT.eq` replaces Tᵀ by T, and expanding the traces gives the stated expression.

```lean
/-- The orientational variance of `nᵀ T n` for a symmetric tensor. -/
theorem variance_response (T : Matrix (Fin 3) (Fin 3) ℝ) (hT : T.IsSymm) :
    sphereAverage (fun n => (response T n - sphereAverage (response T)) ^ 2)
      = 2 / 15 * ((T * T).trace - T.trace ^ 2 / 3) := by
  -- subtracting the mean is the same as removing the isotropic part of T
  have shift : ∀ θ φ, response T (direction θ φ) - T.trace / 3
      = response (T - (T.trace / 3) • (1 : Matrix (Fin 3) (Fin 3) ℝ)) (direction θ φ) := by
    intro θ φ
    simp only [response, Matrix.sub_mulVec, Matrix.smul_mulVec, Matrix.one_mulVec,
      dotProduct_sub, dotProduct_smul, direction_unit, smul_eq_mul, mul_one]
  have h := average_response_sq (T - (T.trace / 3) • (1 : Matrix (Fin 3) (Fin 3) ℝ))
  rw [average_response]
  simp only [sphereAverage, shift] at h ⊢
  rw [h, Matrix.transpose_sub, Matrix.transpose_smul, Matrix.transpose_one, hT.eq]
  simp only [Matrix.sub_mul, Matrix.mul_sub, Matrix.smul_mul, Matrix.mul_smul, Matrix.one_mul,
    Matrix.mul_one, Matrix.trace_sub, Matrix.trace_smul, Matrix.trace_one, Fintype.card_fin,
    smul_eq_mul]
  push_cast
  ring

end

end RotationalAverage
```

```lean
#print axioms RotationalAverage.average_response_sq
#print axioms RotationalAverage.average_response_sq_diagonal
#print axioms RotationalAverage.variance_response
```

```
'RotationalAverage.average_response_sq' depends on axioms: [propext, Classical.choice, Quot.sound]
'RotationalAverage.average_response_sq_diagonal' depends on axioms: [propext, Classical.choice, Quot.sound]
'RotationalAverage.variance_response' depends on axioms: [propext, Classical.choice, Quot.sound]
```
